# Landau levels and flat-band zero modes of a three-component Kane Hamiltonian

Diagonalise the simplified Kane Hamiltonian treated here, in a magnetic field and with the same $N$ number states kept in every component, and the level built on the highest retained state comes out wrong. It can even coincide with a correct lower level. The output also contains many zeros. The list of numbers alone does not show which entries belong to the model and which to the cutoff; formulas for the energies and the zero modes help to tell them apart.

The problems below derive these formulas for one gapless, non-interacting three-component block at zero momentum along the field, where they can serve as a check on Landau-level codes. The gap, the split-off band, the free-electron and remote-band terms quadratic in momentum, Zeeman terms and the other spin block are left out.

## Operators, Hamiltonian and trial states

Let $V$ be a complex vector space, `V` in Lean, and let $a,b$ be linear maps from $V$ to itself, of type `Module.End ℂ V`. The condition $ab-ba=1$ expresses the fact that the two kinetic momentum components across a uniform field do not commute. In the usual Hilbert space $b=a^\dagger$, but the Lean statements use no inner product, so the remarks on norms and cutoffs rest on the algebra given beside them.

```lean
import Mathlib

open Polynomial

namespace KaneLandauLevels

noncomputable section

variable {V : Type*} [AddCommGroup V] [Module ℂ V]
```

The factor $\sqrt3$ comes from the Kane coupling coefficients. It is defined as a real root and then read as a complex number.

```lean
/-- The number `√3`, regarded as a complex scalar. -/
def sqrt3 : ℂ := ((Real.sqrt 3 : ℝ) : ℂ)
```

A state is a triple $\psi=(\psi_0,\psi_1,\psi_2)$ of vectors, `Fin 3 → V`, and a matrix of operators acts on it by rows times column.

```lean
/-- A 3×3 matrix of operators acts on a three-component state by rows times column. -/
def act (M : Matrix (Fin 3) (Fin 3) (Module.End ℂ V)) (ψ : Fin 3 → V) : Fin 3 → V :=
  fun i => ∑ j, M i j (ψ j)
```

The Hamiltonian is

$$H=w\begin{pmatrix}0&-b&a/\sqrt3\\-a&0&0\\b/\sqrt3&0&0\end{pmatrix}.$$

The energy scale $w$ contains the interband momentum matrix element and grows as the square root of the field. Physically it is real; Lean allows any complex $w$.

```lean
/-- The three-component Kane Hamiltonian with energy scale `w` and ladder operators `a`, `b`. -/
def kane (w : ℂ) (a b : Module.End ℂ V) : Matrix (Fin 3) (Fin 3) (Module.End ℂ V) :=
  w • !![0, -b, sqrt3⁻¹ • a; -a, 0, 0; sqrt3⁻¹ • b, 0, 0]
```

Two trial states are built from a vector $\varphi$ and numbers $e,n$. The first is $D=(e\varphi,\,-a\varphi,\,b\varphi/\sqrt3)$.

```lean
/-- The dispersive state `(e φ, -a φ, b φ / √3)`. -/
def dispersive (a b : Module.End ℂ V) (e : ℂ) (φ : V) : Fin 3 → V :=
  ![e • φ, -(a φ), sqrt3⁻¹ • b φ]
```

The second is $F=(0,\,(n+1)a\varphi,\,\sqrt3\,n\,b\varphi)$.

```lean
/-- The flat-band state `(0, (n + 1) a φ, √3 n b φ)`. -/
def flat (a b : Module.End ℂ V) (n : ℂ) (φ : V) : Fin 3 → V :=
  ![0, (n + 1) • a φ, (sqrt3 * n) • b φ]
```

## (a) The square of the coupling factor

Show that the complex scalar $\sqrt3$ satisfies $\sqrt3\cdot\sqrt3=3$.

The real root satisfies this because $3\ge0$, and the embedding of the reals in the complex numbers preserves products.

```lean
/-- The square of `√3` is `3`. -/
lemma sqrt3_mul_self : sqrt3 * sqrt3 = 3 := by
  unfold sqrt3
  rw [← Complex.ofReal_mul, Real.mul_self_sqrt (by norm_num)]
  norm_num
```

## (b) Division by the coupling factor

Show that $\sqrt3\neq0$ as a complex scalar.

If it were zero, (a) would give $0=3$.

```lean
/-- The scalar `√3` is nonzero. -/
lemma sqrt3_ne_zero : sqrt3 ≠ 0 := by
  intro h
  have h3 := sqrt3_mul_self
  rw [h] at h3
  norm_num at h3
```

## (c) The three rows

Write out the action of $H$ on a triple $(f,g,h)$:

$$H(f,g,h)=w\left(-bg+\tfrac1{\sqrt3}ah,\;-af,\;\tfrac1{\sqrt3}bf\right).$$

Each component is one row of the matrix times the column $(f,g,h)$, with the zero entries dropped. Lean treats the three values of the index separately and expands the sum.

```lean
/-- The Kane Hamiltonian written out on the three components of a state. -/
lemma kane_apply (w : ℂ) (a b : Module.End ℂ V) (f g h : V) :
    act (kane w a b) ![f, g, h] =
      ![w • (-(b g) + sqrt3⁻¹ • a h), w • (-(a f)), w • (sqrt3⁻¹ • b f)] := by
  funext i
  fin_cases i <;> simp [act, kane, Fin.sum_univ_three]
```

## (d) Reordering the ladder operators

Show that for every vector $x$

$$abx=bax+x.$$

Apply both sides of $ab-ba=1$ to $x$ and move $bax$ to the right. In Lean, `congrArg` performs the application.

```lean
/-- If `ab - ba = 1`, then `a b x = b a x + x` for every vector `x`. -/
lemma ladder {a b : Module.End ℂ V} (hab : a * b - b * a = 1) (x : V) :
    a (b x) = b (a x) + x := by
  have h : a (b x) - b (a x) = x := congrArg (fun T : Module.End ℂ V => T x) hab
  exact sub_eq_iff_eq_add'.mp h
```

## (e) One operator on the first component

Insert $g=-a\varphi$ and $h=b\varphi/\sqrt3$ into the bracket of the first row, and show that

$$-b(-a\varphi)+\tfrac1{\sqrt3}a\left(\tfrac1{\sqrt3}b\varphi\right)=\tfrac43\,ba\varphi+\tfrac13\,\varphi.$$

By linearity and (a), the left side is $ba\varphi+\tfrac13ab\varphi$. By (d) this equals $ba\varphi+\tfrac13(ba\varphi+\varphi)$, which is the right side. The Lean rewrites use (d) before (a), and `module` collects the coefficients.

```lean
/-- If `ab - ba = 1`, then `-b(-a φ) + (1/√3) a((1/√3) b φ) = (4/3) ba φ + (1/3) φ` for every vector
`φ`. -/
theorem eliminated {a b : Module.End ℂ V} (hab : a * b - b * a = 1) (φ : V) :
    -(b (-(a φ))) + sqrt3⁻¹ • a (sqrt3⁻¹ • b φ) =
      (4 / 3 : ℂ) • b (a φ) + (1 / 3 : ℂ) • φ := by
  rw [map_neg b, neg_neg, map_smul a, ladder hab, smul_smul sqrt3⁻¹, ← mul_inv,
    sqrt3_mul_self]
  module
```

## (f) The dispersive energies

Let $ba\varphi=n\varphi$. Show that

$$HD=we\,D\qquad\text{whenever}\qquad e^2=\frac{4n+1}{3}.$$

By (e), the first row gives $w\frac{4n+1}{3}\varphi=we^2\varphi=we\,(e\varphi)$. The second gives $-wa(e\varphi)=we(-a\varphi)$, and the third gives $\frac{w}{\sqrt3}b(e\varphi)=we\,\frac{1}{\sqrt3}b\varphi$. These are `h0`, `h1` and `h2`; only `h0` uses the condition on $e$. Here $n$ may be any complex number.

In a code with number states $0,\dots,N-1$ in every component, $ab$ gives $0$ instead of $N$ on the top state. The level built on that state then has $e^2=N-1$ instead of $(4N-3)/3$. For $N=4$ this is $3$ instead of $13/3$, and $3$ is also the correct value for $n=2$. For $N\ge2$ one cure is to keep states up to $N-1$, $N-2$ and $N$ in components $0$, $1$ and $2$, since $H$ maps this space into itself.

```lean
/-- If `ab - ba = 1`, `ba φ = n φ` and `e² = (4n + 1)/3`, the Kane Hamiltonian multiplies
the dispersive state by `w e`. -/
theorem kane_dispersive {a b : Module.End ℂ V} (hab : a * b - b * a = 1) (w : ℂ)
    {n e : ℂ} {φ : V} (hφ : b (a φ) = n • φ) (he : e ^ 2 = (4 * n + 1) / 3) :
    act (kane w a b) (dispersive a b e φ) = (w * e) • dispersive a b e φ := by
  have h0 : w • (-(b (-(a φ))) + sqrt3⁻¹ • a (sqrt3⁻¹ • b φ)) = (w * e) • e • φ := by
    rw [eliminated hab, hφ]
    match_scalars
    linear_combination (-w) * he
  have h1 : w • (-(a (e • φ))) = (w * e) • (-(a φ)) := by
    rw [map_smul a]
    module
  have h2 : w • (sqrt3⁻¹ • b (e • φ)) = (w * e) • (sqrt3⁻¹ • b φ) := by
    rw [map_smul b]
    module
  rw [dispersive, kane_apply, h0, h1, h2]
  simp only [Matrix.smul_cons, Matrix.smul_empty]
```

## (g) The flat-band state

With $ba\varphi=n\varphi$ again, show that

$$HF=0.$$

By (d), $ab\varphi=(n+1)\varphi$. The bracket of the first row is therefore $-(n+1)n\varphi+n(n+1)\varphi=0$. The other two rows act on the first component of $F$, which is zero. The cancellation is `h0` in Lean.

```lean
/-- If `ab - ba = 1` and `ba φ = n φ`, the Kane Hamiltonian annihilates the flat-band state. -/
theorem kane_flat {a b : Module.End ℂ V} (hab : a * b - b * a = 1) (w : ℂ)
    {n : ℂ} {φ : V} (hφ : b (a φ) = n • φ) :
    act (kane w a b) (flat a b n φ) = 0 := by
  -- the two contributions to the first component are equal and opposite
  have h0 : -(b ((n + 1) • a φ)) + sqrt3⁻¹ • a ((sqrt3 * n) • b φ) = 0 := by
    rw [map_smul b, map_smul a, ladder hab, hφ, smul_smul sqrt3⁻¹, ← mul_assoc,
      inv_mul_cancel₀ sqrt3_ne_zero, one_mul]
    module
  rw [flat, kane_apply, h0]
  funext i
  fin_cases i <;> simp
```

## (h) States that do not vanish

Now let $n\ge1$ be an integer and $\varphi\ne0$. Show that the states of (f) and (g) are genuine eigenvectors:

$$D\neq0\quad\text{for each allowed }e,\qquad F\neq0.$$

Since $4n+1\neq0$, we have $e\neq0$, so the first component $e\varphi$ of $D$ is nonzero. If $a\varphi$ were zero, then $n\varphi=ba\varphi=0$, which is impossible. Hence $(n+1)a\varphi\neq0$, and $F\ne0$. Lean argues by contradiction on components `0` and `1`, and combines this with (f) and (g).

For normalised number states $\varphi_n$ with $b=a^\dagger$ and real $e$, the squared norms are $2e^2$ for $D$ and $n(n+1)(4n+1)$ for $F$. The normalised flat-band state is

$$\frac{1}{\sqrt{4n+1}}\left(0,\;\sqrt{n+1}\,\varphi_{n-1},\;\sqrt{3n}\,\varphi_{n+1}\right).$$

In the smallest case, $n=0$ with $a\varphi_0=0$, the dispersive states survive with $e=\pm1/\sqrt3$, but $F$ vanishes. This is why $n\ge1$ is required.

```lean
/-- Landau levels of the three-component Kane Hamiltonian: let `ab - ba = 1` and `ba φ = n φ` with
`φ ≠ 0`, `n ≥ 1`. Each `e` with `e² = (4n + 1)/3` gives a nonzero eigenstate of energy `w e`, and
the flat-band state is a nonzero zero mode. -/
theorem kane_landau_levels {a b : Module.End ℂ V} (hab : a * b - b * a = 1) (w : ℂ)
    {n : ℕ} (hn : 1 ≤ n) {φ : V} (hφ0 : φ ≠ 0) (hφ : b (a φ) = (n : ℂ) • φ) :
    (∀ e : ℂ, e ^ 2 = (4 * n + 1) / 3 →
      dispersive a b e φ ≠ 0 ∧
        act (kane w a b) (dispersive a b e φ) = (w * e) • dispersive a b e φ) ∧
    flat a b n φ ≠ 0 ∧ act (kane w a b) (flat a b n φ) = 0 := by
  refine ⟨fun e he => ⟨fun hz => ?_, kane_dispersive hab w hφ he⟩, fun hz => ?_,
    kane_flat hab w hφ⟩
  · -- the first component `e φ` does not vanish
    have h0 : e • φ = 0 := congrFun hz 0
    have he0 : e = 0 := (smul_eq_zero.mp h0).resolve_right hφ0
    have h4 : (4 * (n : ℂ) + 1) ≠ 0 := by
      exact_mod_cast (by omega : 4 * n + 1 ≠ 0)
    apply h4
    rw [he0] at he
    linear_combination (-3) * he
  · -- `a φ = 0` would contradict `ba φ = n φ` with `n ≥ 1`
    have h1 : ((n : ℂ) + 1) • a φ = 0 := congrFun hz 1
    have hn1 : (n : ℂ) + 1 ≠ 0 := by
      exact_mod_cast (by omega : n + 1 ≠ 0)
    have ha : a φ = 0 := (smul_eq_zero.mp h1).resolve_left hn1
    rw [ha, map_zero] at hφ
    have hn0 : (n : ℂ) ≠ 0 := by
      exact_mod_cast (by omega : n ≠ 0)
    exact (smul_ne_zero hn0 hφ0) hφ.symm
```

## (i) All states of nonzero energy

Let $w\neq0$ and $e\neq0$. Show that $H\psi=we\,\psi$ holds exactly when some $\varphi$ satisfies

$$ba\varphi=\frac{3e^2-1}{4}\,\varphi,\qquad \psi=\left(e\varphi,\,-a\varphi,\,\tfrac1{\sqrt3}b\varphi\right).$$

Write $\psi=(f,g,h)$ and set $\varphi=f/e$. Dividing the last two rows by $we$ gives $g=-a\varphi$ and $h=b\varphi/\sqrt3$. By (e), the first row divided by $w$ is $\frac43ba\varphi+\frac13\varphi=e^2\varphi$, which rearranges to the stated equation. The reverse direction is (f) with $n=(3e^2-1)/4$.

In Lean, `smul_right_injective` carries out the divisions, and `key` is the first row. The zero solution $\psi=0$ corresponds to $\varphi=0$. Which eigenvalues $ba$ has depends on $V$, $a$ and $b$, and is not decided here.

```lean
/-- Let `ab - ba = 1`, `w ≠ 0` and `e ≠ 0`. The solutions of `H ψ = w e ψ` are exactly the
dispersive states built on vectors `φ` with `ba φ = ((3e² - 1)/4) φ`. -/
theorem kane_eigen_iff {a b : Module.End ℂ V} (hab : a * b - b * a = 1) {w e : ℂ}
    (hw : w ≠ 0) (he : e ≠ 0) (ψ : Fin 3 → V) :
    act (kane w a b) ψ = (w * e) • ψ ↔
      ∃ φ : V, b (a φ) = ((3 * e ^ 2 - 1) / 4) • φ ∧ ψ = dispersive a b e φ := by
  constructor
  · intro H
    obtain ⟨f, g, h, rfl⟩ : ∃ f g h, ψ = ![f, g, h] :=
      ⟨ψ 0, ψ 1, ψ 2, by funext i; fin_cases i <;> rfl⟩
    obtain ⟨φ, rfl⟩ : ∃ φ, f = e • φ :=
      ⟨e⁻¹ • f, by rw [smul_smul, mul_inv_cancel₀ he, one_smul]⟩
    rw [kane_apply] at H
    have h0 : w • (-(b g) + sqrt3⁻¹ • a h) = (w * e) • e • φ := congrFun H 0
    have h1 : w • (-(a (e • φ))) = (w * e) • g := congrFun H 1
    have h2 : w • (sqrt3⁻¹ • b (e • φ)) = (w * e) • h := congrFun H 2
    -- the last two rows fix the second and third components
    have hg : g = -(a φ) := smul_right_injective V (mul_ne_zero hw he)
      (show (w * e) • g = (w * e) • (-(a φ)) by rw [← h1, map_smul a]; module)
    have hh : h = sqrt3⁻¹ • b φ := smul_right_injective V (mul_ne_zero hw he)
      (show (w * e) • h = (w * e) • (sqrt3⁻¹ • b φ) by rw [← h2, map_smul b]; module)
    -- the first row is then the eigenvalue equation of `ba`
    rw [hg, hh, eliminated hab, mul_smul] at h0
    have key : (4 / 3 : ℂ) • b (a φ) + (1 / 3 : ℂ) • φ = e • e • φ :=
      smul_right_injective V hw h0
    refine ⟨φ, ?_, by rw [hg, hh, dispersive]⟩
    linear_combination (norm := module) (3 / 4 : ℂ) • key
  · rintro ⟨φ, hφ, rfl⟩
    exact kane_dispersive hab w hφ (by ring)
```

## (j) All zero modes

Let $w\neq0$. Show that

$$H\psi=0\iff\psi_0=0\ \text{ and }\ a\psi_2=\sqrt3\,b\psi_1.$$

The last two rows give $a\psi_0=b\psi_0=0$, so (d) gives $\psi_0=ab\psi_0-ba\psi_0=0$. The first row gives $b\psi_1=a\psi_2/\sqrt3$. Conversely, the two conditions make every row vanish. In Lean, `hf` is the commutator step and `k1` the first row.

The condition also admits $(0,0,\varphi_0)$ with $a\varphi_0=0$, a zero mode that the states $F$ with $n\ge1$ do not include.

```lean
/-- If `ab - ba = 1` and `w ≠ 0`, the zero modes are exactly the states whose first component
vanishes and whose other two satisfy `a ψ₂ = √3 b ψ₁`. -/
theorem kane_zero_mode_iff {a b : Module.End ℂ V} (hab : a * b - b * a = 1) {w : ℂ}
    (hw : w ≠ 0) (ψ : Fin 3 → V) :
    act (kane w a b) ψ = 0 ↔ ψ 0 = 0 ∧ a (ψ 2) = sqrt3 • b (ψ 1) := by
  obtain ⟨f, g, h, rfl⟩ : ∃ f g h, ψ = ![f, g, h] :=
    ⟨ψ 0, ψ 1, ψ 2, by funext i; fin_cases i <;> rfl⟩
  change _ ↔ f = 0 ∧ a h = sqrt3 • b g
  rw [kane_apply]
  constructor
  · intro H
    have h0 : w • (-(b g) + sqrt3⁻¹ • a h) = 0 := congrFun H 0
    have h1 : w • (-(a f)) = 0 := congrFun H 1
    have h2 : w • (sqrt3⁻¹ • b f) = 0 := congrFun H 2
    have k0 := (smul_eq_zero.mp h0).resolve_left hw
    have ha : a f = 0 := neg_eq_zero.mp ((smul_eq_zero.mp h1).resolve_left hw)
    have hb : b f = 0 := (smul_eq_zero.mp ((smul_eq_zero.mp h2).resolve_left hw)).resolve_left
      (inv_ne_zero sqrt3_ne_zero)
    -- a vector killed by both ladder operators is zero
    have hf := ladder hab f
    rw [ha, hb, map_zero, map_zero, zero_add] at hf
    have k1 : b g = sqrt3⁻¹ • a h := neg_add_eq_zero.mp k0
    exact ⟨hf.symm, by rw [k1, smul_smul, mul_inv_cancel₀ sqrt3_ne_zero, one_smul]⟩
  · rintro ⟨hf, hh⟩
    rw [hf, hh, smul_smul sqrt3⁻¹, inv_mul_cancel₀ sqrt3_ne_zero, one_smul]
    funext i
    fin_cases i <;> simp
```

## (k) A concrete pair of ladder operators

On complex polynomials, take $a=d/dX$, $b$ = multiplication by $X$, and $\varphi=X^n$. Show that

$$ab-ba=1,\qquad ba\,X^n=n\,X^n,\qquad X^n\neq0.$$

The product rule gives $(Xp)'-Xp'=p$ for every polynomial $p$. For $n\ge1$, $X\cdot nX^{n-1}=nX^n$; for $n=0$ both sides are zero. Lean makes the same case split. The assumptions of (h) are thus met for every $n\ge1$.

No nonzero finite-dimensional $V$ would do, because $ab-ba$ has trace zero there and the identity does not. This is the obstruction behind the cutoff error in (f).

```lean
/-- On complex polynomials, `a = d/dX` and `b` = multiplication by `X` satisfy `ab - ba = 1`,
and `φ = Xⁿ` is a nonzero vector with `ba φ = n φ`. -/
theorem ladder_witness (n : ℕ) :
    (derivative : Module.End ℂ ℂ[X]) * LinearMap.mulLeft ℂ (X : ℂ[X]) -
        LinearMap.mulLeft ℂ (X : ℂ[X]) * (derivative : Module.End ℂ ℂ[X]) = 1 ∧
      LinearMap.mulLeft ℂ (X : ℂ[X]) (derivative (X ^ n : ℂ[X])) = (n : ℂ) • (X ^ n : ℂ[X]) ∧
      (X ^ n : ℂ[X]) ≠ 0 := by
  refine ⟨LinearMap.ext fun p => ?_, ?_, pow_ne_zero n X_ne_zero⟩
  · simp [Module.End.mul_apply, derivative_mul]
  · cases n with
    | zero => simp
    | succ k =>
      rw [LinearMap.mulLeft_apply, derivative_X_pow, smul_eq_C_mul, Nat.add_sub_cancel]
      ring

end

end KaneLandauLevels
```

```lean
#print axioms KaneLandauLevels.kane_landau_levels
#print axioms KaneLandauLevels.kane_eigen_iff
#print axioms KaneLandauLevels.kane_zero_mode_iff
```

```
'KaneLandauLevels.kane_landau_levels' depends on axioms: [propext, Classical.choice, Quot.sound]
'KaneLandauLevels.kane_eigen_iff' depends on axioms: [propext, Classical.choice, Quot.sound]
'KaneLandauLevels.kane_zero_mode_iff' depends on axioms: [propext, Classical.choice, Quot.sound]
```
